# The Bethe sum rule for one particle on a line with a complete set of bound states

One particle moves on the real line, in atomic units with ħ = m = 1. Its potential V is real and local, ψ is its initial state with energy E, and q is a real momentum transfer. A prime denotes d/dx, a bar denotes complex conjugation, and

⟨f, g⟩ = ∫ f̄(x) g(x) dx

is linear in the second function.

```lean
import Mathlib

open MeasureTheory ComplexConjugate

noncomputable section

namespace BetheSumRule
```

Lean's mathematical library Mathlib is loaded, and its notation for integrals and for the complex conjugate `conj` is made available.

```lean
/-- The one-particle Hamiltonian `-(1/2) d²/dx² + V` in atomic units. -/
def hamiltonian (V : ℝ → ℝ) (f : ℝ → ℂ) (x : ℝ) : ℂ :=
  -deriv (deriv f) x / 2 + V x * f x
```

This is the Hamiltonian,

(Hf)(x) = −f″(x)/2 + V(x) f(x).

The type `ℝ → ℂ` says that f is a complex-valued function on the line. `deriv` is the ordinary derivative.

```lean
/-- The function `(H - E) f`. -/
def excess (V : ℝ → ℝ) (E : ℝ) (f : ℝ → ℂ) (x : ℝ) : ℂ :=
  hamiltonian V f x - E * f x
```

`excess V E f` is the function (H − E)f. It vanishes when f is an eigenfunction of energy E.

```lean
/-- Momentum transfer `q`: multiplication by the plane wave `exp(iqx)`. -/
def kick (q : ℝ) (f : ℝ → ℂ) (x : ℝ) : ℂ :=
  Complex.exp (Complex.I * q * x) * f x
```

`kick q f` is exp(iqx) f(x). Applied to ψ, it gives the state just after a sudden momentum transfer q, written below as

φ(x) = exp(iqx) ψ(x).

```lean
/-- The overlap integral of two wave functions, conjugate-linear in the first. -/
def overlap (f g : ℝ → ℂ) : ℂ := ∫ x, conj (f x) * g x
```

`overlap f g` is ⟨f, g⟩. The integral runs over the whole line.

```lean
/-- A twice differentiable, square-integrable solution of the stationary
Schrödinger equation with energy `E`. -/
structure BoundState (V : ℝ → ℝ) (E : ℝ) (ψ : ℝ → ℂ) : Prop where
  diff : Differentiable ℝ ψ
  diff' : Differentiable ℝ (deriv ψ)
  schrodinger : ∀ x, hamiltonian V ψ x = E * ψ x
  sq : MemLp ψ 2 volume
```

A `BoundState` has four properties: ψ is differentiable, ψ′ is differentiable, Hψ = Eψ holds at every x, and |ψ|² has a finite integral (`MemLp ψ 2 volume`). Normalisation is a separate hypothesis where it is needed. Because ψ″ must exist at every point, idealised potentials with sharp steps or delta functions are generally not covered. A box with infinite walls is not covered either, since V is finite everywhere on the line.

```lean
/-- The closure relation: inserting the states `u n` between two
square-integrable functions reproduces their overlap. -/
def ClosureRelation {ι : Type*} (u : ι → ℝ → ℂ) : Prop :=
  ∀ f g, MemLp f 2 volume → MemLp g 2 volume →
    HasSum (fun n => overlap f (u n) * overlap (u n) g) (overlap f g)
```

The closure relation says that, for all square-integrable f and g,

Σₙ ⟨f, uₙ⟩⟨uₙ, g⟩ = ⟨f, g⟩.

`HasSum` states both that the series converges, in any order, and what its sum is. For orthonormal states this is the usual resolution of the identity. It is assumed here, and it stands for a physical situation: when the uₙ are bound states, the potential confines the particle so well that no continuum is needed. Ionisation is therefore not described.

## What a kick does to a bound state

```lean
/-- The overlap integrand of two square-integrable functions is integrable. -/
theorem integrable_conj_mul {f g : ℝ → ℂ} (hf : MemLp f 2 volume)
    (hg : MemLp g 2 volume) : Integrable (fun x => conj (f x) * g x) := by
  have h1 := (memLp_two_iff_integrable_sq_norm hf.1).1 hf
  have h2 := (memLp_two_iff_integrable_sq_norm hg.1).1 hg
  refine (h1.add h2).mono'
    ((Complex.continuous_conj.comp_aestronglyMeasurable hf.1).mul hg.1)
    (ae_of_all _ fun x => ?_)
  change ‖conj (f x) * g x‖ ≤ ‖f x‖ ^ 2 + ‖g x‖ ^ 2
  rw [norm_mul, RCLike.norm_conj]
  nlinarith [sq_nonneg (‖f x‖ - ‖g x‖), sq_nonneg ‖f x‖, sq_nonneg ‖g x‖]
```

If f and g are square integrable, then f̄g is integrable. Since (|f| − |g|)² ≥ 0,

|f̄g| = |f||g| ≤ |f|² + |g|²,

and the right-hand side has a finite integral. The tactic `nlinarith` checks the inequality.

```lean
/-- The complex conjugate of a bound state obeys the same Schrödinger equation. -/
theorem BoundState.conj_eq {V : ℝ → ℝ} {E : ℝ} {ψ : ℝ → ℂ}
    (h : BoundState V E ψ) (x : ℝ) :
    -conj (deriv (deriv ψ) x) / 2 + V x * conj (ψ x) = E * conj (ψ x) := by
  have := congrArg conj (h.schrodinger x)
  simpa only [hamiltonian, map_add, map_mul, map_div₀, map_neg,
    Complex.conj_ofReal, map_ofNat] using this
```

Conjugating the Schrödinger equation, with V and E real, gives

−ψ̄″/2 + Vψ̄ = Eψ̄.

```lean
/-- The derivative of a kicked wave function is the kicked `f' + iqf`. -/
theorem hasDerivAt_kick (q : ℝ) {f : ℝ → ℂ} {f' : ℂ} {x : ℝ}
    (h : HasDerivAt f f' x) : HasDerivAt (kick q f)
      (Complex.exp (Complex.I * q * x) * (f' + Complex.I * q * f x)) x := by
  have h0 : HasDerivAt (fun y : ℝ => Complex.I * q * (y : ℂ)) (Complex.I * q) x :=
    ((hasDerivAt_id x).ofReal_comp.const_mul (Complex.I * q)).congr_deriv (by simp)
  exact (h0.cexp.fun_mul h).congr_deriv (by ring)
```

`HasDerivAt F F' x` means that F has derivative F' at x. The statement is the product rule:

(exp(iqx) f)′ = exp(iqx) (f′ + iqf).

```lean
/-- A momentum kick preserves square integrability. -/
theorem memLp_kick (q : ℝ) {f : ℝ → ℂ} (hf : MemLp f 2 volume) :
    MemLp (kick q f) 2 volume := by
  have hc : Continuous fun x : ℝ => Complex.exp (Complex.I * q * x) := by fun_prop
  exact hf.of_le (hc.aestronglyMeasurable.mul hf.1)
    (ae_of_all _ fun x => by simp [kick, Complex.norm_exp])
```

Since |exp(iqx)| = 1, a kick leaves |f| unchanged and so preserves square integrability.

```lean
/-- On a kicked bound state, `H - E` acts as the kicked `q²ψ/2 - iqψ'`. -/
theorem excess_kick {V : ℝ → ℝ} {E : ℝ} {ψ : ℝ → ℂ} (h : BoundState V E ψ)
    (q : ℝ) : excess V E (kick q ψ) =
      kick q (fun y => (q : ℂ) ^ 2 / 2 * ψ y - Complex.I * q * deriv ψ y) := by
  funext x
  have h1 : deriv (kick q ψ) = kick q (fun y => deriv ψ y + Complex.I * q * ψ y) :=
    funext fun y => (hasDerivAt_kick q (h.diff y).hasDerivAt).deriv
  have h2 := (hasDerivAt_kick q ((h.diff' x).hasDerivAt.fun_add
    ((h.diff x).hasDerivAt.const_mul (Complex.I * q)))).deriv
  have h3 := h.schrodinger x
  simp only [hamiltonian] at h3
  simp only [excess, hamiltonian, h1, h2]
  simp only [kick]
  linear_combination Complex.exp (Complex.I * q * x) * h3
    - Complex.exp (Complex.I * q * x) * q ^ 2 / 2 * ψ x * Complex.I_sq
```

Applying the product rule twice gives

φ″ = exp(iqx) (ψ″ + 2iqψ′ − q²ψ).

Hence

(H − E)φ = exp(iqx) [(−ψ″/2 + Vψ − Eψ) + q²ψ/2 − iqψ′].

The round bracket is zero by the Schrödinger equation, leaving

(H − E)φ = exp(iqx) (q²ψ/2 − iqψ′).

The potential has disappeared because it commutes with multiplication by exp(iqx). In the proof, `h1` and `h2` are the two differentiations. The tactic `linear_combination` then verifies that the claim follows from the Schrödinger equation, multiplied by the phase, together with i² = −1.

## The mean energy transfer

```lean
/-- The overlap of a bound state with its own derivative vanishes, provided that the overlap
integrand is integrable. -/
theorem overlap_deriv {V : ℝ → ℝ} {E : ℝ} {ψ : ℝ → ℂ} (h : BoundState V E ψ)
    (hi : Integrable (fun x => conj (ψ x) * deriv ψ x)) :
    overlap ψ (deriv ψ) = 0 := by
  have c0 (x : ℝ) : HasDerivAt (fun y => conj (ψ y)) (conj (deriv ψ x)) x :=
    (h.diff x).hasDerivAt.star
  have c1 (x : ℝ) : HasDerivAt (fun y => conj (deriv ψ y))
      (conj (deriv (deriv ψ) x)) x := (h.diff' x).hasDerivAt.star
  have hc : Integrable (fun x => ψ x * conj (deriv ψ x)) :=
    ((Complex.conjCLE : ℂ →L[ℝ] ℂ).integrable_comp hi).congr
      (ae_of_all _ fun x => by simp)
  -- the probability current is constant
  have hJ (x : ℝ) : HasDerivAt
      (fun y => conj (ψ y) * deriv ψ y - ψ y * conj (deriv ψ y)) 0 x := by
    refine (((c0 x).fun_mul (h.diff' x).hasDerivAt).fun_sub
      ((h.diff x).hasDerivAt.fun_mul (c1 x))).congr_deriv ?_
    have s := h.schrodinger x
    simp only [hamiltonian] at s
    linear_combination -2 * conj (ψ x) * s + 2 * ψ x * h.conj_eq x
  have hconst := is_const_of_deriv_eq_zero
    (fun x => (hJ x).differentiableAt) (fun x => (hJ x).deriv)
  -- an integrable constant on the line is zero
  have hz (x : ℝ) : conj (ψ x) * deriv ψ x - ψ x * conj (deriv ψ x) = 0 := by
    have hk : Integrable (fun _ : ℝ =>
        conj (ψ x) * deriv ψ x - ψ x * conj (deriv ψ x)) :=
      (hi.sub hc).congr (ae_of_all _ fun y => hconst y x)
    rcases integrable_const_iff.1 hk with h0 | hfin
    · exact h0
    · exact absurd Real.volume_univ (measure_ne_top _ _)
  have hI := integral_eq_zero_of_hasDerivAt_of_integrable
    (f := fun x => conj (ψ x) * ψ x) (f' := fun x => 2 * (conj (ψ x) * deriv ψ x))
    (fun x => ((c0 x).fun_mul (h.diff x).hasDerivAt).congr_deriv
      (by linear_combination -hz x))
    (hi.const_mul 2) (integrable_conj_mul h.sq h.sq)
  rw [integral_const_mul] at hI
  exact (mul_eq_zero.1 hI).resolve_left two_ne_zero
```

The claim is ⟨ψ, ψ′⟩ = 0, which says that the mean momentum of a bound state is zero. The hypothesis `hi` requires ψ̄ψ′ to be integrable. Consider

J = ψ̄ψ′ − ψψ̄′,

which is 2i times the probability current. Its derivative is

J′ = ψ̄ψ″ − ψψ̄″ = 2(V − E)ψ̄ψ − 2(V − E)ψψ̄ = 0,

so J is constant (`hJ`, `hconst`). It is also integrable, and on a line of infinite length an integrable constant must be zero (`hz`). Therefore ψ̄ψ′ = ψψ̄′, and

(ψ̄ψ)′ = 2ψ̄ψ′.

Both ψ̄ψ and its derivative are integrable. Integrability of the derivative gives ψ̄ψ a limit at each end of the line, and integrability of ψ̄ψ itself forces those limits to be zero. The integral of the derivative is then zero, which is `hI`. Decay at infinity thus follows from the hypotheses and is not a separate one.

```lean
/-- The mean energy transferred to a normalised bound state by a momentum kick `q` is `q²/2`,
provided that `conj ψ * ψ'` is integrable. -/
theorem mean_energy_transfer {V : ℝ → ℝ} {E : ℝ} {ψ : ℝ → ℂ}
    (h : BoundState V E ψ) (hn : overlap ψ ψ = 1)
    (hi : Integrable (fun x => conj (ψ x) * deriv ψ x)) (q : ℝ) :
    overlap (kick q ψ) (excess V E (kick q ψ)) = (q : ℂ) ^ 2 / 2 := by
  have hp (x : ℝ) : conj (Complex.exp (Complex.I * q * x)) *
      Complex.exp (Complex.I * q * x) = 1 := by
    rw [← Complex.exp_conj, ← Complex.exp_add]
    simp
  -- the plane-wave phases cancel under the integral
  have hs : overlap (kick q ψ) (excess V E (kick q ψ)) =
      ∫ x, ((q : ℂ) ^ 2 / 2 * (conj (ψ x) * ψ x)
        - Complex.I * q * (conj (ψ x) * deriv ψ x)) := by
    rw [excess_kick h, overlap]
    congr 1
    funext x
    simp only [kick, map_mul]
    linear_combination (conj (ψ x) *
      ((q : ℂ) ^ 2 / 2 * ψ x - Complex.I * q * deriv ψ x)) * hp x
  have h0 := overlap_deriv h hi
  unfold overlap at hn h0
  rw [hs, integral_sub ((integrable_conj_mul h.sq h.sq).const_mul _)
    (hi.const_mul _), integral_const_mul, integral_const_mul, hn, h0]
  ring
```

For normalised ψ with ψ̄ψ′ integrable, the theorem states

⟨φ, (H − E)φ⟩ = q²/2.

The phases cancel under the integral (`hp`, `hs`), so

⟨φ, (H − E)φ⟩ = (q²/2)⟨ψ, ψ⟩ − iq⟨ψ, ψ′⟩ = q²/2 · 1 − iq · 0.

This is the kinetic energy that the same momentum transfer would give to a free particle at rest. The closure relation has not been used so far, so other final states, including a continuum, may exist.

## From the mean to the sum over final states

```lean
/-- Between a bound state `u` of energy `e` and a twice differentiable `φ`, the operator `H - E`
contributes the factor `e - E`, provided that `u'`, `φ`, `φ'` and `(H - E) φ` are square integrable.
-/
theorem overlap_excess {V : ℝ → ℝ} {e E : ℝ} {u φ : ℝ → ℂ}
    (hu : BoundState V e u) (hu' : MemLp (deriv u) 2 volume)
    (d : Differentiable ℝ φ) (d' : Differentiable ℝ (deriv φ))
    (m : MemLp φ 2 volume) (m' : MemLp (deriv φ) 2 volume)
    (mE : MemLp (excess V E φ) 2 volume) :
    overlap u (excess V E φ) = (e - E) * overlap u φ := by
  have i1 := (integrable_conj_mul hu.sq m).const_mul ((e : ℂ) - E)
  have i2 := integrable_conj_mul hu.sq mE
  -- integrate the derivative of the Wronskian
  have hI := integral_eq_zero_of_hasDerivAt_of_integrable
    (f := fun x => conj (u x) * deriv φ x - conj (deriv u x) * φ x)
    (f' := fun x => 2 * (((e : ℂ) - E) * (conj (u x) * φ x)
      - conj (u x) * excess V E φ x))
    (fun x => by
      have c0 : HasDerivAt (fun y => conj (u y)) (conj (deriv u x)) x :=
        (hu.diff x).hasDerivAt.star
      have c1 : HasDerivAt (fun y => conj (deriv u y))
          (conj (deriv (deriv u) x)) x := (hu.diff' x).hasDerivAt.star
      refine ((c0.fun_mul (d' x).hasDerivAt).fun_sub
        (c1.fun_mul (d x).hasDerivAt)).congr_deriv ?_
      simp only [excess, hamiltonian]
      linear_combination 2 * φ x * hu.conj_eq x)
    ((i1.sub i2).const_mul 2)
    ((integrable_conj_mul hu.sq m').sub (integrable_conj_mul hu' m))
  rw [integral_const_mul, integral_sub i1 i2, integral_const_mul] at hI
  unfold overlap
  linear_combination -(1 / 2 : ℂ) * hI
```

Let u be a bound state with energy e. For this lemma φ may be any twice differentiable function such that φ, φ′ and (H − E)φ are square integrable, and u′ must be square integrable too. Then

⟨u, (H − E)φ⟩ = (e − E)⟨u, φ⟩.

This is the familiar step of letting H act to the left, with the boundary terms accounted for. Take the Wronskian

W = ūφ′ − ū′φ.

Substituting ū″ = 2(V − e)ū and φ″ = 2(V − E)φ − 2(H − E)φ gives

W′ = ūφ″ − ū″φ = 2[(e − E)ūφ − ū(H − E)φ].

Both W and W′ are integrable by the product estimate above, so ∫ W′ dx = 0, and dividing by 2 gives the claim. In Lean, `hI` is the vanishing integral, and the last line rearranges it.

```lean
/-- Bethe sum rule for a normalised bound state `ψ` and bound states `u n` obeying the closure
relation, all with square-integrable derivatives: the energy differences `e n - E`, weighted by the
squared moduli of the overlaps of `u n` with `exp(iqx) ψ`, add up to `q²/2`. -/
theorem bethe_sum_rule {ι : Type*} {V : ℝ → ℝ} {E : ℝ} {ψ : ℝ → ℂ}
    {e : ι → ℝ} {u : ι → ℝ → ℂ} (h : BoundState V E ψ) (hn : overlap ψ ψ = 1)
    (h' : MemLp (deriv ψ) 2 volume) (hu : ∀ n, BoundState V (e n) (u n))
    (hu' : ∀ n, MemLp (deriv (u n)) 2 volume) (hc : ClosureRelation u) (q : ℝ) :
    HasSum (fun n => (e n - E) * ‖overlap (u n) (kick q ψ)‖ ^ 2) (q ^ 2 / 2) := by
  have h1 : deriv (kick q ψ) = kick q (fun y => deriv ψ y + Complex.I * q * ψ y) :=
    funext fun y => (hasDerivAt_kick q (h.diff y).hasDerivAt).deriv
  have d : Differentiable ℝ (kick q ψ) := fun x =>
    (hasDerivAt_kick q (h.diff x).hasDerivAt).differentiableAt
  have d' : Differentiable ℝ (deriv (kick q ψ)) := by
    rw [h1]
    exact fun x => (hasDerivAt_kick q ((h.diff' x).hasDerivAt.fun_add
      ((h.diff x).hasDerivAt.const_mul (Complex.I * q)))).differentiableAt
  have m' : MemLp (deriv (kick q ψ)) 2 volume := by
    rw [h1]
    exact memLp_kick q (h'.add (h.sq.const_mul (Complex.I * q)))
  have mE : MemLp (excess V E (kick q ψ)) 2 volume := by
    rw [excess_kick h]
    exact memLp_kick q ((h.sq.const_mul _).sub (h'.const_mul _))
  -- each term of the closure relation is an energy difference times a squared overlap
  have ht (n : ι) : overlap (kick q ψ) (u n) * overlap (u n) (excess V E (kick q ψ))
      = (((e n - E) * ‖overlap (u n) (kick q ψ)‖ ^ 2 : ℝ) : ℂ) := by
    have hs : overlap (kick q ψ) (u n) = conj (overlap (u n) (kick q ψ)) := by
      unfold overlap
      rw [← integral_conj]
      congr 1
      funext x
      simp only [map_mul, Complex.conj_conj]
      ring
    rw [overlap_excess (hu n) (hu' n) d d' (memLp_kick q h.sq) m' mE, hs]
    push_cast
    rw [← Complex.conj_mul']
    ring
  have hs := hc _ _ (memLp_kick q h.sq) mE
  simp only [ht] at hs
  rw [mean_energy_transfer h hn (integrable_conj_mul h.sq h') q,
    show (q : ℂ) ^ 2 / 2 = ((q ^ 2 / 2 : ℝ) : ℂ) by simp] at hs
  exact Complex.reCLM.hasSum hs

end BetheSumRule
```

The hypotheses are that ψ is a normalised bound state, that each `u n` is a bound state with energy `e n`, that ψ′ and every uₙ′ are square integrable, and that the uₙ satisfy the closure relation. The square-integrable derivatives mean finite kinetic energy. The conclusion is

Σₙ (eₙ − E) |⟨uₙ, exp(iqx)ψ⟩|² = q²/2.

For orthonormal uₙ, each squared modulus is the probability of finding the kicked particle in state n. The initial state need not be the ground state, so some terms may be negative.

To derive this, put f = φ and g = (H − E)φ in the closure relation:

Σₙ ⟨φ, uₙ⟩⟨uₙ, (H − E)φ⟩ = ⟨φ, (H − E)φ⟩.

The right-hand side is q²/2 by the mean energy transfer. On the left, the Wronskian lemma turns each term into

⟨φ, uₙ⟩ (eₙ − E) ⟨uₙ, φ⟩ = (eₙ − E) |⟨uₙ, φ⟩|²,

because ⟨φ, uₙ⟩ is the conjugate of ⟨uₙ, φ⟩.

The proof follows the same order. The facts `d`, `d'`, `m'` and `mE` establish that φ is regular enough for the lemma, `ht` rewrites each term, and `hs` is the closure relation for these two functions. The last line takes real parts, turning a sum of complex numbers that happen to be real into a sum of real numbers.

In inelastic X-ray scattering and electron energy loss, the left-hand side is the first energy moment of the dynamic structure factor, here for a single particle in one dimension with a purely discrete spectrum. Within that model, computed transition energies and matrix elements can be tested against q²/2 without knowing V, provided that V is local. A finite set of states leaves out part of the sum, so a deviation may also come from the missing states.

```lean
#print axioms BetheSumRule.bethe_sum_rule
-- 'BetheSumRule.bethe_sum_rule' depends on axioms: [propext, Classical.choice, Quot.sound]
```
